# For continuous F and N on a compact cluster space, the barrier max(F − μN) has slope −n exactly when all critical clusters have excess n

Take just two cluster configurations, and suppose that a growing cluster has to pass through both. In units of $k_BT$, let the first have formation free energy 15 and particle excess 10, and the second 20 and 20. At driving force $\mu$ per particle their free energies are $15-10\mu$ and $20-20\mu$, and I call the larger one the barrier. Below $\mu=1/2$ the second configuration sets the barrier and the slope is $-20$; above it the first does and the slope is $-10$. At $\mu=1/2$ they tie and the barrier has a kink.

So the slope seems to be minus the particle excess of the critical cluster, with no droplet radius or surface tension involved. Does this survive for a continuum of configurations, where the critical cluster itself shifts with $\mu$? I would like to see a rigorous argument, checked by machine, that also says when the derivative exists.

## The slope comes from supporting lines and a finite gap

Yes, it survives if the configurations form a nonempty compact space $X$ and the free energy at zero driving force, $F$, and the particle excess, $N$, are continuous real functions on $X$. Define the barrier as

$$W(\mu)=\sup_{x\in X}\,[F(x)-\mu N(x)],$$

and call $x$ critical at $\mu$ if it maximises $F-\mu N$. Then $W$ has derivative $-n$ at $\mu_0$ if and only if every configuration critical at $\mu_0$ has excess $n$. A unique critical configuration is a special case.

**Attainment and convexity.** A continuous function on a nonempty compact space attains its maximum, so a critical $x$ exists at each $\mu$, and $W(\mu)=F(x)-\mu N(x)$. Let $a,b\ge 0$ with $a+b=1$, and let $x$ be critical at $a\mu+b\nu$. Then

$$W(a\mu+b\nu)=a[F(x)-\mu N(x)]+b[F(x)-\nu N(x)]\le aW(\mu)+bW(\nu),$$

so $W$ is convex.

**Supporting lines.** Let $x$ be critical at $\mu_0$. At any other $\mu$ it is still one of the competitors, so

$$W(\mu)\ge F(x)-\mu N(x)=W(\mu_0)-N(x)(\mu-\mu_0).\tag{1}$$

Hence $W(\mu)+N(x)\mu$ is smallest at $\mu_0$. If $W$ has a derivative $d$ there, then $d+N(x)=0$. This holds for every critical $x$, so all of them have excess $-d$. Two critical configurations of different excess therefore rule out a derivative, as in the two-configuration example.

**The critical size cannot jump away.** For the converse, suppose that every configuration critical at $\mu_0$ has excess $n$, and let $\varepsilon>0$. The set $K=\{x:|N(x)-n|\ge\varepsilon\}$ is closed, hence compact. If it is empty, every excess is already within $\varepsilon$ of $n$. Otherwise $F-\mu_0N$ has a maximiser $y$ on $K$. Since $N(y)\ne n$, $y$ is not critical at $\mu_0$, and the gap

$$g=W(\mu_0)-[F(y)-\mu_0N(y)]$$

is positive. Let $x_0$ be critical at $\mu_0$, let $M=\max|N|$, and suppose that some $x\in K$ were critical at $\mu$. From $F(x_0)-\mu N(x_0)\le F(x)-\mu N(x)$ we get

$$g\le [F(x_0)-\mu_0N(x_0)]-[F(x)-\mu_0N(x)]\le(\mu-\mu_0)(N(x_0)-N(x))\le 2M|\mu-\mu_0|.$$

This is impossible when $|\mu-\mu_0|<g/(2M+1)$. For such $\mu$, every critical configuration has excess within $\varepsilon$ of $n$.

**The remainder.** Put $R(\mu)=W(\mu)-W(\mu_0)+n(\mu-\mu_0)$. By (1), $R(\mu)\ge0$. Now take $x$ critical at $\mu$ and use its supporting line, evaluated at $\mu_0$: $W(\mu_0)\ge W(\mu)+N(x)(\mu-\mu_0)$. Therefore

$$0\le R(\mu)\le (n-N(x))(\mu-\mu_0)\le\varepsilon|\mu-\mu_0|$$

for $\mu$ close to $\mu_0$. As $\varepsilon$ was arbitrary, $W'(\mu_0)=-n$.

**Monotone critical size.** Let $\mu_1<\mu_2$, with $x_1$ and $x_2$ critical at the respective values. Adding the inequalities

$$F(x_1)-\mu_1N(x_1)\ge F(x_2)-\mu_1N(x_2),\qquad F(x_2)-\mu_2N(x_2)\ge F(x_1)-\mu_2N(x_1)$$

gives $(\mu_2-\mu_1)(N(x_1)-N(x_2))\ge0$. A larger driving force never gives a larger critical excess.

Here is the complete Lean file.

```lean
import Mathlib

open Filter Topology Set

namespace NucleationTheorem

noncomputable section

variable {X : Type*} {F N : X → ℝ}

/-- The barrier in this model at driving force `μ`: the supremum of `F x - μ * N x` over all cluster
configurations `x`. -/
def barrier (F N : X → ℝ) (μ : ℝ) : ℝ := ⨆ x, (F x - μ * N x)

/-- A configuration is critical at driving force `μ` if it maximises `F - μ N`. -/
def IsCritical (F N : X → ℝ) (μ : ℝ) (x : X) : Prop :=
  ∀ y, F y - μ * N y ≤ F x - μ * N x

/-- The barrier equals the free energy `F - μ N` of any critical configuration. -/
theorem barrier_eq {μ : ℝ} {x : X} (h : IsCritical F N μ x) :
    barrier F N μ = F x - μ * N x := by
  have : Nonempty X := ⟨x⟩
  refine le_antisymm (ciSup_le h) ?_
  exact le_ciSup (f := fun y => F y - μ * N y) ⟨_, by rintro _ ⟨y, rfl⟩; exact h y⟩ x

/-- The particle excess of a critical configuration does not increase when the driving force
is raised. -/
theorem critical_size_antitone {μ₁ μ₂ : ℝ} {x₁ x₂ : X} (hμ : μ₁ < μ₂)
    (h₁ : IsCritical F N μ₁ x₁) (h₂ : IsCritical F N μ₂ x₂) : N x₂ ≤ N x₁ := by
  have a := h₁ x₂
  have b := h₂ x₁
  by_contra hc
  have hp := mul_pos (sub_pos.mpr hμ) (sub_pos.mpr (not_le.mp hc))
  nlinarith

variable [TopologicalSpace X] [CompactSpace X] [Nonempty X]

/-- At every driving force there is a critical configuration. -/
theorem exists_critical (hF : Continuous F) (hN : Continuous N) (μ : ℝ) :
    ∃ x, IsCritical F N μ x := by
  have hc : Continuous (fun x => F x - μ * N x) := hF.sub (continuous_const.mul hN)
  obtain ⟨x, -, hx⟩ := isCompact_univ.exists_isMaxOn univ_nonempty hc.continuousOn
  exact ⟨x, fun y => isMaxOn_iff.mp hx y (mem_univ y)⟩

/-- A configuration critical at `μ₀` gives a straight line of slope `-N x` that touches the
barrier at `μ₀` and lies nowhere above it. -/
theorem supporting_line (hF : Continuous F) (hN : Continuous N) {μ₀ : ℝ} {x : X}
    (h : IsCritical F N μ₀ x) (μ : ℝ) :
    barrier F N μ₀ - N x * (μ - μ₀) ≤ barrier F N μ := by
  obtain ⟨y, hy⟩ := exists_critical hF hN μ
  rw [barrier_eq h, barrier_eq hy]
  have := hy x
  linarith

/-- The function `barrier F N` is convex on the whole real line. -/
theorem convexOn_barrier (hF : Continuous F) (hN : Continuous N) :
    ConvexOn ℝ univ (barrier F N) := by
  have le_barrier : ∀ μ x, F x - μ * N x ≤ barrier F N μ := by
    intro μ x
    obtain ⟨y, hy⟩ := exists_critical hF hN μ
    rw [barrier_eq hy]
    exact hy x
  refine ⟨convex_univ, fun μ _ ν _ a b ha hb hab => ?_⟩
  obtain ⟨x, hx⟩ := exists_critical hF hN (a • μ + b • ν)
  rw [barrier_eq hx]
  simp only [smul_eq_mul]
  -- the free energy of a fixed configuration is affine in the driving force
  calc F x - (a * μ + b * ν) * N x
      = a * (F x - μ * N x) + b * (F x - ν * N x) := by
        linear_combination (-F x) * hab
    _ ≤ a * barrier F N μ + b * barrier F N ν :=
        add_le_add (mul_le_mul_of_nonneg_left (le_barrier μ x) ha)
          (mul_le_mul_of_nonneg_left (le_barrier ν x) hb)

/-- If all critical configurations at `μ₀` have particle excess `n`, then those at nearby
driving forces have particle excess close to `n`. -/
theorem critical_size_near (hF : Continuous F) (hN : Continuous N) {μ₀ n ε : ℝ}
    (h : ∀ x, IsCritical F N μ₀ x → N x = n) (hε : 0 < ε) :
    ∀ᶠ μ in 𝓝 μ₀, ∀ x, IsCritical F N μ x → |N x - n| < ε := by
  obtain ⟨x₀, h₀⟩ := exists_critical hF hN μ₀
  obtain ⟨z, -, hz⟩ := isCompact_univ.exists_isMaxOn univ_nonempty hN.abs.continuousOn
  have hC : ∀ x, |N x| ≤ |N z| := fun x => isMaxOn_iff.mp hz x (mem_univ x)
  have hK : IsCompact {x | ε ≤ |N x - n|} :=
    (isClosed_le continuous_const (hN.sub continuous_const).abs).isCompact
  rcases Set.eq_empty_or_nonempty {x | ε ≤ |N x - n|} with he | hne
  · refine Eventually.of_forall fun μ x _ => ?_
    by_contra hx
    exact Set.eq_empty_iff_forall_notMem.mp he x (not_lt.mp hx)
  have hc : Continuous (fun x => F x - μ₀ * N x) := hF.sub (continuous_const.mul hN)
  obtain ⟨y, hyK, hy⟩ := hK.exists_isMaxOn hne hc.continuousOn
  -- configurations of the wrong size lie below the barrier by a finite gap
  have gap : F y - μ₀ * N y < F x₀ - μ₀ * N x₀ := by
    by_contra hn
    have hyn : N y = n := h y fun w => (h₀ w).trans (not_lt.mp hn)
    have hyε : ε ≤ |N y - n| := hyK
    rw [hyn, sub_self, abs_zero] at hyε
    linarith
  have hpos : 0 < 2 * |N z| + 1 := by positivity
  refine Metric.eventually_nhds_iff.mpr
    ⟨((F x₀ - μ₀ * N x₀) - (F y - μ₀ * N y)) / (2 * |N z| + 1),
      div_pos (sub_pos.mpr gap) hpos, fun μ hμ x hx => ?_⟩
  rw [Real.dist_eq, lt_div_iff₀ hpos] at hμ
  by_contra hn
  have h1 : F x - μ₀ * N x ≤ F y - μ₀ * N y := isMaxOn_iff.mp hy x (not_lt.mp hn)
  have h2 := hx x₀
  have hd : |N x₀ - N x| ≤ 2 * |N z| := by
    have a := abs_le.mp (hC x₀)
    have b := abs_le.mp (hC x)
    exact abs_le.mpr ⟨by linarith [a.1, b.2], by linarith [a.2, b.1]⟩
  -- a small change of driving force cannot close the gap
  have h3 : (μ - μ₀) * (N x₀ - N x) ≤ |μ - μ₀| * (2 * |N z|) :=
    calc (μ - μ₀) * (N x₀ - N x) ≤ |(μ - μ₀) * (N x₀ - N x)| := le_abs_self _
      _ = |μ - μ₀| * |N x₀ - N x| := abs_mul _ _
      _ ≤ |μ - μ₀| * (2 * |N z|) := mul_le_mul_of_nonneg_left hd (abs_nonneg _)
  nlinarith [abs_nonneg (μ - μ₀)]

/-- Wherever the barrier has a derivative, that derivative is minus the particle excess of
any critical configuration. -/
theorem deriv_eq_neg_size (hF : Continuous F) (hN : Continuous N) {μ₀ d : ℝ} {x : X}
    (hd : HasDerivAt (barrier F N) d μ₀) (hx : IsCritical F N μ₀ x) : d = -N x := by
  -- the barrier minus its supporting line is smallest at `μ₀`
  have hmin : IsLocalMin (fun μ => barrier F N μ + N x * μ) μ₀ :=
    Eventually.of_forall fun μ => by
      have := supporting_line hF hN hx μ
      show barrier F N μ₀ + N x * μ₀ ≤ barrier F N μ + N x * μ
      linarith
  have h0 := hmin.hasDerivAt_eq_zero (hd.fun_add ((hasDerivAt_id' μ₀).const_mul (N x)))
  linarith

/-- The function `barrier F N` has derivative `-n` at `μ₀` exactly when every critical configuration
at `μ₀` has particle excess `n`. -/
theorem nucleation_theorem (hF : Continuous F) (hN : Continuous N) (μ₀ n : ℝ) :
    HasDerivAt (barrier F N) (-n) μ₀ ↔ ∀ x, IsCritical F N μ₀ x → N x = n := by
  constructor
  · intro hd x hx
    linarith [deriv_eq_neg_size hF hN hd hx]
  · intro h
    obtain ⟨x₀, h₀⟩ := exists_critical hF hN μ₀
    rw [hasDerivAt_iff_isLittleO, Asymptotics.isLittleO_iff]
    intro ε hε
    filter_upwards [critical_size_near hF hN h hε] with μ hμ
    obtain ⟨x, hx⟩ := exists_critical hF hN μ
    -- supporting lines at `μ₀` and at `μ` enclose the remainder
    have lower := supporting_line hF hN h₀ μ
    have upper := supporting_line hF hN hx μ₀
    rw [h x₀ h₀] at lower
    have hb : (n - N x) * (μ - μ₀) ≤ ε * |μ - μ₀| :=
      calc (n - N x) * (μ - μ₀) ≤ |(n - N x) * (μ - μ₀)| := le_abs_self _
        _ = |N x - n| * |μ - μ₀| := by rw [abs_mul, abs_sub_comm n]
        _ ≤ ε * |μ - μ₀| := mul_le_mul_of_nonneg_right (hμ x hx).le (abs_nonneg _)
    rw [Real.norm_eq_abs, Real.norm_eq_abs, smul_eq_mul, abs_of_nonneg (by linarith)]
    linarith

/-- If `x₀` is the only critical configuration at `μ₀`, the barrier is differentiable there
with derivative `-N x₀`. -/
theorem hasDerivAt_of_unique (hF : Continuous F) (hN : Continuous N) {μ₀ : ℝ} {x₀ : X}
    (huniq : ∀ x, IsCritical F N μ₀ x → x = x₀) :
    HasDerivAt (barrier F N) (-N x₀) μ₀ :=
  (nucleation_theorem hF hN μ₀ (N x₀)).mpr fun x hx => by rw [huniq x hx]

/-- If two critical configurations at `μ₀` differ in particle excess, the barrier is not
differentiable at `μ₀`. -/
theorem not_differentiableAt_of_two_sizes (hF : Continuous F) (hN : Continuous N)
    {μ₀ : ℝ} {x y : X} (hx : IsCritical F N μ₀ x) (hy : IsCritical F N μ₀ y)
    (hxy : N x ≠ N y) : ¬ DifferentiableAt ℝ (barrier F N) μ₀ := by
  intro hd
  have h1 := deriv_eq_neg_size hF hN hd.hasDerivAt hx
  have h2 := deriv_eq_neg_size hF hN hd.hasDerivAt hy
  exact hxy (by linarith)

end

end NucleationTheorem
```

```lean
#print axioms NucleationTheorem.convexOn_barrier
#print axioms NucleationTheorem.nucleation_theorem
#print axioms NucleationTheorem.hasDerivAt_of_unique
#print axioms NucleationTheorem.not_differentiableAt_of_two_sizes
```

```
'NucleationTheorem.convexOn_barrier' depends on axioms: [propext, Classical.choice, Quot.sound]
'NucleationTheorem.nucleation_theorem' depends on axioms: [propext, Classical.choice, Quot.sound]
'NucleationTheorem.hasDerivAt_of_unique' depends on axioms: [propext, Classical.choice, Quot.sound]
'NucleationTheorem.not_differentiableAt_of_two_sizes' depends on axioms: [propext, Classical.choice, Quot.sound]
```

## What the Lean statements say about clusters

The type `X` is the set of configurations, and `F` and `N` are the two real functions on it. The number `μ` is an energy per particle, with the sign chosen so that a positive value favours clusters of positive excess. `barrier F N μ` is $W(\mu)$, and `IsCritical F N μ x` says that no configuration has a higher value of $F-\mu N$ than `x`.

From `exists_critical` on, every theorem assumes that `X` is compact and nonempty and, through `hF` and `hN`, that $F$ and $N$ are continuous; the docstrings do not repeat this. In `nucleation_theorem`, `HasDerivAt (barrier F N) (-n) μ₀` says both that the derivative at `μ₀` exists and that it equals $-n$. The right-hand side of the equivalence says that all critical configurations share the excess `n`; they may differ in shape or structure. `hasDerivAt_of_unique` treats a single critical configuration, and `not_differentiableAt_of_two_sizes` treats a tie between different sizes. `convexOn_barrier` gives convexity on the whole real line.

The space needs neither a metric nor a smooth structure. A finite list of clusters with the discrete topology qualifies, which includes the two-configuration example and even a single configuration.

The physical assumptions lie in the form of $W$:

- The driving force enters only through $-\mu N(x)$, while $F$ and $N$ do not depend on $\mu$. The thermodynamic nucleation theorem also has to identify the excess number and justify how the work of formation depends on chemical potential; here that dependence is the starting point.
- The barrier is a global maximum. In a many-dimensional configuration space a nucleation barrier is normally a saddle, so $X$ is best read as a range of cluster sizes, with $F$ the free energy at fixed size, or as the states along one fixed path.
- Compactness stands for a bounded range of clusters. The maximum may fall on the largest cluster admitted, and the slope then reports the cutoff instead of a physical critical nucleus.

For a simulated free-energy profile on a finite grid of sizes, with $N$ the size and $F$ independent of $\mu$, the result means that the size at which $F-\mu N$ has a unique maximum is minus the slope of the barrier computed on that grid. No fit to a droplet model is involved.

## How the Lean proof follows the derivation

`barrier_eq` identifies the supremum with the value at a critical configuration. One inequality says that this value is an upper bound; the other says that it is among the values over which the supremum is taken. `critical_size_antitone` combines the two maximality inequalities, assumes the opposite order of sizes, and lets `nlinarith` find the contradiction. Neither result needs a topology on `X`.

`exists_critical` applies the extreme value theorem to $F-\mu N$. `supporting_line` is inequality (1): it picks a critical `y` at the new driving force, rewrites both barriers as free energies, and compares `y` with `x`. In `convexOn_barrier`, the `calc` block is the convexity computation above, with `linear_combination` using $a+b=1$ to split the free energy into its two weighted parts.

`critical_size_near` carries the compactness argument. Its `z` maximises $|N|$, so `|N z|` is $M$, and `hK` is the compactness of $K$. After the case of empty $K$ is settled, `y` is the best configuration of the wrong size and `gap` is the statement $g>0$. The radius passed to `Metric.eventually_nhds_iff` is $g/(2M+1)$, where the added 1 makes the denominator positive without a separate proof that $M>0$. The bound `h3` limits how far a change of driving force can shift the comparison, and the last `nlinarith` derives the contradiction.

`deriv_eq_neg_size` forms the function $W(\mu)+N(x)\mu$, shows that it has a local minimum at `μ₀`, and sets its derivative to zero. This gives the forward direction of `nucleation_theorem`.

For the reverse direction, the derivative is unfolded into the requirement that the remainder be at most $\varepsilon|\mu-\mu_0|$ near `μ₀`. The step `filter_upwards` restricts attention to driving forces at which `critical_size_near` applies. There `lower` and `upper` are the supporting lines at `μ₀` and at `μ`, and `hb` bounds $(n-N(x))(\mu-\mu_0)$. The lower line shows that $R(\mu)$ is nonnegative, which removes its absolute value, and the upper line with `hb` completes the estimate.

The last two theorems are short consequences. With a unique critical configuration, the condition on sizes holds with $n=N(x_0)$. With two critical sizes, `deriv_eq_neg_size` would force one derivative to equal two different numbers.
